# The map \(a_0+a_1\mathbf i+a_2\mathbf j+a_3\mathbf k\mapsto a_0I-i\,\mathbf a\cdot\boldsymbol\sigma\) embeds the real quaternions in the complex 2×2 matrices

A spin one-half state is a column of two complex amplitudes, and its rotations are 2×2 matrices built from the Pauli matrices \(\sigma_x,\sigma_y,\sigma_z\). The question is whether four real numbers, multiplied as a quaternion, can replace such matrices. Bold \(\mathbf i,\mathbf j,\mathbf k\) are the quaternion units; plain \(i\), in Lean `Complex.I`, is the imaginary unit. The basis is spin up, spin down along \(z\), with indices 0 and 1.

```lean
import Mathlib

open Matrix
open scoped Quaternion

namespace QuaternionPauli

noncomputable section

/-- The Pauli matrix `σx`. -/
def σx : Matrix (Fin 2) (Fin 2) ℂ := !![0, 1; 1, 0]

/-- The Pauli matrix `σy`. -/
def σy : Matrix (Fin 2) (Fin 2) ℂ := !![0, -Complex.I; Complex.I, 0]

/-- The Pauli matrix `σz`. -/
def σz : Matrix (Fin 2) (Fin 2) ℂ := !![1, 0; 0, -1]
```

For a real quaternion \(q=a_0+a_1\mathbf i+a_2\mathbf j+a_3\mathbf k\), of Lean type `ℍ[ℝ]`, the coefficients are `q.re`, `q.imI`, `q.imJ` and `q.imK`. With \(\mathbf a=(a_1,a_2,a_3)\), its matrix is \(S(q)=a_0I-i\,\mathbf a\cdot\boldsymbol\sigma\). No normalisation is imposed on \(q\).

```lean
/-- The matrix `a0 I - i a.σ` attached to the real quaternion `a0 + a1 i + a2 j + a3 k`. -/
def spinMatrix (q : ℍ[ℝ]) : Matrix (Fin 2) (Fin 2) ℂ :=
  (q.re : ℂ) • (1 : Matrix (Fin 2) (Fin 2) ℂ)
    - Complex.I • ((q.imI : ℂ) • σx + (q.imJ : ℂ) • σy + (q.imK : ℂ) • σz)
```

Inserting the Pauli matrices gives
\[
S(q)=\begin{pmatrix}a_0-ia_3&-ia_1-a_2\\-ia_1+a_2&a_0+ia_3\end{pmatrix}.
\]
Lean compares the real and imaginary parts of each entry, a pattern that recurs below.

```lean
/-- The four entries of `a0 I - i a.σ`. -/
theorem spinMatrix_eq (q : ℍ[ℝ]) :
    spinMatrix q =
      !![(q.re : ℂ) - Complex.I * q.imK, -Complex.I * q.imI - q.imJ;
         -Complex.I * q.imI + q.imJ, (q.re : ℂ) + Complex.I * q.imK] := by
  ext i j
  fin_cases i <;> fin_cases j <;> apply Complex.ext <;>
    simp [spinMatrix, σx, σy, σz]
```

## Products, adjoints and determinants

Let \(p=a_0+\mathbf a\) and \(q=b_0+\mathbf b\), with the vector parts understood as combinations of \(\mathbf i,\mathbf j,\mathbf k\). Since \((\mathbf a\cdot\boldsymbol\sigma)(\mathbf b\cdot\boldsymbol\sigma)=\mathbf a\cdot\mathbf b\,I+i(\mathbf a\times\mathbf b)\cdot\boldsymbol\sigma\),
\[
S(p)S(q)=(a_0b_0-\mathbf a\cdot\mathbf b)I-i(a_0\mathbf b+b_0\mathbf a+\mathbf a\times\mathbf b)\cdot\boldsymbol\sigma .
\]
These are the coefficients of \(pq\). Lean reaches the same identity by multiplying the explicit matrices, with `ring` closing the polynomial identities.

```lean
/-- The matrix of a product of quaternions is the product of their matrices. -/
theorem spinMatrix_mul (p q : ℍ[ℝ]) :
    spinMatrix (p * q) = spinMatrix p * spinMatrix q := by
  rw [spinMatrix_eq (p * q), spinMatrix_eq p, spinMatrix_eq q, Matrix.mul_fin_two]
  ext i j
  fin_cases i <;> fin_cases j <;> apply Complex.ext <;> simp <;> ring
```

The Pauli matrices are Hermitian, so \(S(q)^\dagger=a_0I+i\,\mathbf a\cdot\boldsymbol\sigma\), the matrix of the conjugate quaternion. In Lean, `star q` is conjugation and `ᴴ` is the adjoint.

```lean
/-- The matrix of the conjugate quaternion is the adjoint matrix. -/
theorem spinMatrix_star (q : ℍ[ℝ]) : spinMatrix (star q) = (spinMatrix q)ᴴ := by
  rw [spinMatrix_eq (star q), spinMatrix_eq q]
  ext i j
  fin_cases i <;> fin_cases j <;> apply Complex.ext <;> simp
```

From the entries,
\[
\det S(q)=(a_0^2+a_3^2)-\big((-ia_1)^2-a_2^2\big)=a_0^2+a_1^2+a_2^2+a_3^2 .
\]
This is `Quaternion.normSq q`, the squared norm, read as a complex number. The last line of the proof supplies \(i^2=-1\).

```lean
/-- The determinant of `a0 I - i a.σ` is the squared norm of the quaternion. -/
theorem det_spinMatrix (q : ℍ[ℝ]) :
    (spinMatrix q).det = ((Quaternion.normSq q : ℝ) : ℂ) := by
  rw [spinMatrix_eq, Matrix.det_fin_two_of, Quaternion.normSq_def']
  push_cast
  linear_combination (-((q.imI : ℂ) ^ 2 + (q.imK : ℂ) ^ 2)) * Complex.I_sq
```

The first column is \((a_0-ia_3,\;a_2-ia_1)\). Its real and imaginary parts return all four coefficients, so equal matrices come from equal quaternions.

```lean
/-- Different quaternions have different matrices. -/
theorem spinMatrix_injective : Function.Injective spinMatrix := by
  intro p q h
  rw [spinMatrix_eq p, spinMatrix_eq q] at h
  -- the first column already contains all four real coefficients
  have h0 := congrArg (fun M : Matrix (Fin 2) (Fin 2) ℂ => M 0 0) h
  have h1 := congrArg (fun M : Matrix (Fin 2) (Fin 2) ℂ => M 1 0) h
  simp [Complex.ext_iff] at h0 h1
  apply Quaternion.ext <;> linarith [h0.1, h0.2, h1.1, h1.2]
```

The entries are real-linear in the coefficients, and \(S(1)=I\). Together with the product rule, this makes \(S\) a homomorphism of real algebras, written `→ₐ[ℝ]`.

```lean
/-- The map `a0 + a1 i + a2 j + a3 k ↦ a0 I - i a.σ` as a homomorphism of real algebras. -/
def spinHom : ℍ[ℝ] →ₐ[ℝ] Matrix (Fin 2) (Fin 2) ℂ :=
  AlgHom.ofLinearMap
    { toFun := spinMatrix
      map_add' := by
        intro p q
        rw [spinMatrix_eq (p + q), spinMatrix_eq p, spinMatrix_eq q]
        ext i j
        fin_cases i <;> fin_cases j <;> apply Complex.ext <;> simp <;> ring
      map_smul' := by
        intro r q
        rw [spinMatrix_eq (r • q), spinMatrix_eq q]
        ext i j
        fin_cases i <;> fin_cases j <;> apply Complex.ext <;> simp }
    (by
      change spinMatrix 1 = 1
      rw [spinMatrix_eq]
      ext i j
      fin_cases i <;> fin_cases j <;> simp)
    spinMatrix_mul
```

The main theorem collects the formula, injectivity, the adjoint rule and the determinant rule.

```lean
/-- The real algebra homomorphism `spinHom` sends `a0 + a1 i + a2 j + a3 k` to `a0 I - i a.σ`,
is injective, and takes conjugation to the adjoint and the squared norm to the determinant. -/
theorem quaternion_pauli_embedding :
    (∀ q : ℍ[ℝ], spinHom q = (q.re : ℂ) • (1 : Matrix (Fin 2) (Fin 2) ℂ)
      - Complex.I • ((q.imI : ℂ) • σx + (q.imJ : ℂ) • σy + (q.imK : ℂ) • σz)) ∧
    Function.Injective spinHom ∧
    (∀ q : ℍ[ℝ], spinHom (star q) = (spinHom q)ᴴ) ∧
    (∀ q : ℍ[ℝ], (spinHom q).det = ((Quaternion.normSq q : ℝ) : ℂ)) :=
  ⟨fun _ => rfl, spinMatrix_injective, spinMatrix_star, det_spinMatrix⟩
```

In a calculation, a rotation by \(\theta\) about a unit vector \(\mathbf n\) has \(a_0=\cos(\theta/2)\) and \(\mathbf a=\mathbf n\sin(\theta/2)\); this half-angle identification with physical rotations is brought in from outside the theorems. A quarter turn about \(y\) followed by one about \(x\) gives
\[
\frac{1+\mathbf i}{\sqrt2}\,\frac{1+\mathbf j}{\sqrt2}=\frac{1+\mathbf i+\mathbf j+\mathbf k}{2},
\]
a turn by \(120^\circ\) about \((1,1,1)/\sqrt3\). The same product composes ideal pulses on a single spin one-half without relaxation.

## Time reversal selects the real coefficients

A quaternion is now built from given coefficients.

```lean
/-- The real quaternion `a0 + a1 i + a2 j + a3 k` with given coefficients. -/
def quat (a0 a1 a2 a3 : ℝ) : ℍ[ℝ] := QuaternionAlgebra.mk a0 a1 a2 a3

/-- The coefficients of `a0 + a1 i + a2 j + a3 k` are `a0`, `a1`, `a2`, `a3`. -/
@[simp] theorem quat_coefficients (a0 a1 a2 a3 : ℝ) :
    (quat a0 a1 a2 a3).re = a0 ∧ (quat a0 a1 a2 a3).imI = a1 ∧
      (quat a0 a1 a2 a3).imJ = a2 ∧ (quat a0 a1 a2 a3).imK = a3 :=
  ⟨rfl, rfl, rfl, rfl⟩
```

Time reversal is \(\Theta\psi=-i\sigma_y\psi^*\), with this choice of phase. On components, \(\Theta(u,v)=(-v^*,u^*)\).

```lean
/-- Time reversal of a spin one-half: `Θψ = -i σy ψ*`. -/
def timeReversal (ψ : Fin 2 → ℂ) : Fin 2 → ℂ := (-Complex.I • σy) *ᵥ star ψ

/-- In components, time reversal sends `(u, v)` to `(-v*, u*)`. -/
theorem timeReversal_eq (ψ : Fin 2 → ℂ) :
    timeReversal ψ = ![-star (ψ 1), star (ψ 0)] := by
  ext i
  fin_cases i <;> apply Complex.ext <;>
    simp [timeReversal, σy, Matrix.mulVec, dotProduct, Fin.sum_univ_two]
```

Write \(\alpha=a_0-ia_3\) and \(\beta=a_2-ia_1\). Then \(S(q)\) has columns \((\alpha,\beta)\) and \((-\beta^*,\alpha^*)\), and for \(\psi=(u,v)\)
\[
S(q)\Theta\psi=(-\alpha v^*-\beta^*u^*,\;\alpha^*u^*-\beta v^*)=\Theta S(q)\psi .
\]
Conversely, let \(M\) commute with \(\Theta\). Applied to spin up, \((1,0)\), this gives \(M_{01}=-M_{10}^*\) and \(M_{11}=M_{00}^*\). Hence \(M=S(q)\) with \(a_0=\operatorname{Re}M_{00}\), \(a_1=-\operatorname{Im}M_{10}\), \(a_2=\operatorname{Re}M_{10}\), \(a_3=-\operatorname{Im}M_{00}\).

```lean
/-- A complex 2x2 matrix has the form `a0 I - i a.σ` with real coefficients exactly when it
commutes with time reversal. -/
theorem mem_range_iff_commutes_timeReversal (M : Matrix (Fin 2) (Fin 2) ℂ) :
    (∃ q : ℍ[ℝ], spinHom q = M) ↔
      ∀ ψ : Fin 2 → ℂ, M *ᵥ timeReversal ψ = timeReversal (M *ᵥ ψ) := by
  constructor
  · rintro ⟨q, rfl⟩ ψ
    change spinMatrix q *ᵥ timeReversal ψ = timeReversal (spinMatrix q *ᵥ ψ)
    rw [timeReversal_eq, timeReversal_eq, spinMatrix_eq]
    ext i
    fin_cases i <;> apply Complex.ext <;>
      simp [Matrix.mulVec, dotProduct, Fin.sum_univ_two] <;> ring
  · intro h
    -- the spin-up vector fixes the second column in terms of the first
    have h' := h ![1, 0]
    rw [timeReversal_eq, timeReversal_eq] at h'
    have h0 := congrFun h' 0
    have h1 := congrFun h' 1
    simp [Matrix.mulVec, dotProduct, Fin.sum_univ_two] at h0 h1
    refine ⟨quat (M 0 0).re (-(M 1 0).im) (M 1 0).re (-(M 0 0).im), ?_⟩
    change spinMatrix _ = M
    rw [spinMatrix_eq]
    ext i j
    fin_cases i <;> fin_cases j <;> apply Complex.ext <;> simp [h0, h1]
```

## Every spin operator from two quaternions

Any complex 2×2 matrix is \(M=c_0I-i\,\mathbf c\cdot\boldsymbol\sigma\) with complex coefficients
\[
c_0=\tfrac{M_{00}+M_{11}}2,\quad c_1=\tfrac{i(M_{01}+M_{10})}2,\quad c_2=\tfrac{M_{10}-M_{01}}2,\quad c_3=\tfrac{i(M_{00}-M_{11})}2 .
\]
Their real parts form a quaternion \(p\) and their imaginary parts a quaternion \(q\), so \(M=S(p)+iS(q)\). The formulas fix both, which is the uniqueness expressed by `∃!`. For example, \(\sigma_z=iS(\mathbf k)\), with \(p=0\). Lean supplies these coefficients, checks the entries, and recovers any competing pair from the same formulas.

```lean
/-- Every complex 2x2 matrix is `A + i B` for exactly one pair of matrices `A`, `B` that come
from quaternions `p`, `q`, and the pair `(p, q)` is unique. -/
theorem existsUnique_complex_decomposition (M : Matrix (Fin 2) (Fin 2) ℂ) :
    ∃! pq : ℍ[ℝ] × ℍ[ℝ], M = spinHom pq.1 + Complex.I • spinHom pq.2 := by
  change ∃! pq : ℍ[ℝ] × ℍ[ℝ], M = spinMatrix pq.1 + Complex.I • spinMatrix pq.2
  -- real and imaginary parts of the complex Pauli coefficients of `M`
  refine ⟨(quat (((M 0 0).re + (M 1 1).re) / 2)
      (-((M 0 1).im + (M 1 0).im) / 2) (((M 1 0).re - (M 0 1).re) / 2)
      (-((M 0 0).im - (M 1 1).im) / 2),
    quat (((M 0 0).im + (M 1 1).im) / 2)
      (((M 0 1).re + (M 1 0).re) / 2) (((M 1 0).im - (M 0 1).im) / 2)
      (((M 0 0).re - (M 1 1).re) / 2)), ?_, ?_⟩
  · simp only [spinMatrix_eq]
    ext i j
    fin_cases i <;> fin_cases j <;> apply Complex.ext <;> simp <;> ring
  · rintro ⟨p, q⟩ h
    simp only [spinMatrix_eq] at h
    subst h
    apply Prod.ext <;> apply Quaternion.ext <;> simp <;> ring

end

end QuaternionPauli
```

```lean
#print axioms QuaternionPauli.quaternion_pauli_embedding
-- 'QuaternionPauli.quaternion_pauli_embedding' depends on axioms: [propext, Classical.choice, Quot.sound]
#print axioms QuaternionPauli.quat_coefficients
-- 'QuaternionPauli.quat_coefficients' depends on axioms: [propext, Classical.choice, Quot.sound]
#print axioms QuaternionPauli.mem_range_iff_commutes_timeReversal
-- 'QuaternionPauli.mem_range_iff_commutes_timeReversal' depends on axioms: [propext, Classical.choice, Quot.sound]
#print axioms QuaternionPauli.existsUnique_complex_decomposition
-- 'QuaternionPauli.existsUnique_complex_decomposition' depends on axioms: [propext, Classical.choice, Quot.sound]
```
